# The radial equation $y''=g\,y$ on a logarithmic grid has no first derivative after rescaling by $r^{-1/2}$

## Radius, grid variable and rescaled function

Let $r>0$ be the distance from the nucleus in units of the Bohr radius, and let $x=\log r$ be the logarithmic grid variable, which runs over the whole real line. A prime on a function of $r$ means $d/dr$, and a prime on a function of $x$ means $d/dx$. The radial function $y$ is $r$ times the radial part of an orbital. For a non-relativistic electron in a local, spherically symmetric potential it satisfies

$$y''(r)=g(r)\,y(r),\qquad r>0,$$

where $g$ is a given real function. For a real exponent $s$, the rescaled function on the grid is

$$u_s(x)=e^{-sx}\,y(e^x),$$

that is, $r^{-s}y(r)$ read at $r=e^x$. The case $s=1/2$ is written $u$.

For an electron with angular momentum $l$ and energy $E$ in a local potential $V$, the non-relativistic radial Schrödinger equation in atomic units is

$$-\tfrac12 y''+\left[\frac{l(l+1)}{2r^2}+V(r)\right]y=E\,y,$$

so that $g(r)=l(l+1)/r^2+2\,(V(r)-E)$.

Equal steps in $x$ place many points near the nucleus and few far away, which suits atomic orbitals. An equation of the form $u''=Qu$ can be integrated by Numerov's method, and the result below supplies that form for a single non-relativistic radial equation with a prescribed local potential.

## Two derivatives on the grid

By the product and chain rules, with $r=e^x$,

$$u_s'(x)=e^{-sx}\,\bigl(r\,y'(r)-s\,y(r)\bigr).$$

The right-hand side is again a function of $r$ rescaled by $e^{-sx}$. Call that function $z(r)=r\,y'(r)-s\,y(r)$. The same rule applied to $z$ gives

$$u_s''(x)=e^{-sx}\,\bigl(r\,z'(r)-s\,z(r)\bigr).$$

The radial equation enters through $z'=y'+r\,g\,y-s\,y'$. Therefore

$$r z'-s z=(1-2s)\,r y'+(r^2g+s^2)\,y.$$

Substituting $r y'=z+s y$ turns this into

$$r z'-s z=(1-2s)\,z+\bigl(r^2g+s(1-s)\bigr)\,y,$$

and multiplication by $e^{-sx}$ gives, for every $s$,

$$u_s''=(1-2s)\,u_s'+\bigl(e^{2x}g(e^x)+s(1-s)\bigr)\,u_s.$$

At $s=1/2$ the first derivative disappears and $s(1-s)=1/4$:

$$u''(x)=\bigl(e^{2x}g(e^x)+\tfrac14\bigr)\,u(x).$$

## From the grid back to the radius

Conversely, suppose that $u$ satisfies the last equation for all real $x$. Then $y(r)=r^{1/2}u(\log r)$, and one differentiation gives

$$y'(r)=r^{-1/2}\bigl(u'+\tfrac12u\bigr),$$

with $u$ and its derivatives taken at $x=\log r$. A second differentiation gives

$$y''(r)=r^{-3/2}\Bigl[-\tfrac12\bigl(u'+\tfrac12u\bigr)+u''+\tfrac12u'\Bigr]=r^{-3/2}\bigl(u''-\tfrac14u\bigr).$$

The terms in $u'$ cancel. Since $u''-\tfrac14u=r^2g(r)\,u$, the result is $y''=r^{1/2}g(r)\,u=g(r)\,y(r)$. A solution found on the logarithmic variable is thus a solution of the radial equation.

## The centrifugal term becomes $(l+1/2)^2$

For the Schrödinger equation,

$$r^2g(r)+\tfrac14=l(l+1)+\tfrac14+2r^2\,(V(r)-E)=\left(l+\tfrac12\right)^2+2r^2\,(V(r)-E).$$

The centrifugal barrier has turned into a constant, and the grid equation is

$$u''=\Bigl[\left(l+\tfrac12\right)^2+2e^{2x}\,\bigl(V(e^x)-E\bigr)\Bigr]u.$$

For $l=0$ the constant is $1/4$, although the radial equation has no centrifugal term.

## Two free solutions fix the exponent

Take $g=0$, and ask for which $s$ all rescaled solutions obey one common equation $u_s''=Q\,u_s$. The solution $y=1$ gives $u_s=e^{-sx}$, so $Q=s^2$. The solution $y=r$ gives $u_s=e^{(1-s)x}$, so $Q=(1-s)^2$. Both hold only if $s^2=(1-s)^2$, which means $s=1/2$. The word "common" matters here, because the solution $y=1$ alone satisfies an equation without first derivative for every $s$.

## The second derivative does not simply pick up $e^{-2x}$

Since $d/dr=e^{-x}\,d/dx$, a hurried calculation replaces $d^2/dr^2$ by $e^{-2x}\,d^2/dx^2$. The outer derivative also acts on the factor $e^{-x}$, and the correct replacement is

$$\frac{d^2}{dr^2}=e^{-2x}\left(\frac{d^2}{dx^2}-\frac{d}{dx}\right).$$

The function $y=r$ exposes the error: $y''=0$, but $y(e^x)=e^x$ has second derivative $e^x$ in $x$. The forgotten term is the one that the factor $e^{-x/2}$ removes, and the constant $1/4$ is what remains of it.

## The statements in Lean

For an open set $S$, `SolvesOn S q f` says that $f$ solves $f''=q f$ at the points of $S$. It asks for a function `f₁` that is the derivative of `f` at each point of `S` and whose own derivative there is `q x * f x`. The radial equation uses `Ioi 0`, the half-line $r>0$, and the grid equation uses `univ`, the whole real line. Lean takes `y` as a function on all of $\mathbb R$, but its values at $r\le 0$ play no role. The function `logGrid s y` is $u_s$.

- `radial_iff_logGrid` says that, for any real functions `g` and `y`, the radial equation for `y` holds on $r>0$ if and only if the grid equation for `logGrid (1 / 2) y` holds for all real $x$. No continuity of `g` is assumed.
- `schrodinger_iff_logGrid` is the same equivalence for the radial Schrödinger equation, with `l` a natural number and the constant in the form $(l+1/2)^2$. A Coulomb singularity of `V` at the nucleus does no harm, because $r=0$ is not in the domain.
- `no_first_derivative_iff` says that a single `Q` serves all rescaled solutions of $y''=0$ exactly when `s = 1 / 2`.

The theorems concern the differential equation on the continuous variable $x$. Boundary conditions at the nucleus and at infinity, normalisation, the quantisation of `E`, the self-consistent determination of `V` and the error of a finite grid do not enter. The energy `E` is any real number, and `y` need not be a bound state.

## The complete file

```lean
import Mathlib

open Set

namespace LogarithmicRadialGrid

noncomputable section

/-- Some function `f₁` is the derivative of `f` at each point of `S` and has derivative `q x * f x`
at each `x` in `S`. For an open set `S` this says that `f` is twice differentiable on `S` and
satisfies `f'' = q f` there. -/
def SolvesOn (S : Set ℝ) (q f : ℝ → ℝ) : Prop :=
  ∃ f₁ : ℝ → ℝ, (∀ x ∈ S, HasDerivAt f (f₁ x) x) ∧ ∀ x ∈ S, HasDerivAt f₁ (q x * f x) x

/-- The radial function `y` on the logarithmic grid `r = exp x`, rescaled by the
factor `r ^ (-s) = exp (-s x)`. -/
def logGrid (s : ℝ) (y : ℝ → ℝ) (x : ℝ) : ℝ :=
  Real.exp (-s * x) * y (Real.exp x)

/-- The slope of the rescaled function on the logarithmic grid is the rescaled form
of `r y' - s y`. -/
theorem logGrid_hasDerivAt {s x : ℝ} {y y₁ : ℝ → ℝ}
    (h : HasDerivAt y (y₁ (Real.exp x)) (Real.exp x)) :
    HasDerivAt (logGrid s y) (logGrid s (fun r => r * y₁ r - s * y r) x) x := by
  have h0 : HasDerivAt (fun t : ℝ => -s * t) (-s) x :=
    ((hasDerivAt_id' x).const_mul (-s)).congr_deriv (mul_one _)
  have h2 : HasDerivAt (fun t => y (Real.exp t)) (y₁ (Real.exp x) * Real.exp x) x :=
    h.comp x (Real.hasDerivAt_exp x)
  exact (h0.exp.fun_mul h2).congr_deriv (by simp only [logGrid]; ring)

/-- For any rescaling exponent `s`, the radial equation `y'' = g y` becomes
`u'' = (1 - 2 s) u' + (exp (2 x) g (exp x) + s (1 - s)) u` on the logarithmic grid. -/
theorem logGrid_second_deriv {s : ℝ} {g y y₁ : ℝ → ℝ}
    (h : ∀ r, 0 < r → HasDerivAt y (y₁ r) r)
    (h₁ : ∀ r, 0 < r → HasDerivAt y₁ (g r * y r) r) (x : ℝ) :
    HasDerivAt (logGrid s (fun r => r * y₁ r - s * y r))
      ((1 - 2 * s) * logGrid s (fun r => r * y₁ r - s * y r) x
        + (Real.exp (2 * x) * g (Real.exp x) + s * (1 - s)) * logGrid s y x) x := by
  have hr := Real.exp_pos x
  have e : Real.exp (2 * x) = Real.exp x * Real.exp x := by rw [two_mul, Real.exp_add]
  -- differentiate `r y' - s y` in `r`, using the radial equation for `y''`
  have d : HasDerivAt (fun r => r * y₁ r - s * y r)
      ((fun r => y₁ r + r * (g r * y r) - s * y₁ r) (Real.exp x)) (Real.exp x) :=
    (((hasDerivAt_id' _).fun_mul (h₁ _ hr)).fun_sub ((h _ hr).const_mul s)).congr_deriv
      (by beta_reduce; ring)
  exact (logGrid_hasDerivAt (s := s) (y := fun r => r * y₁ r - s * y r)
    (y₁ := fun r => y₁ r + r * (g r * y r) - s * y₁ r) d).congr_deriv
      (by simp only [logGrid, e]; ring)

/-- Chain rule for returning from the logarithmic grid to the radius: the derivative of
`r ^ c w (log r)` at `r > 0`. -/
theorem hasDerivAt_from_logGrid (c : ℝ) {w : ℝ → ℝ} {w' r : ℝ} (hr : 0 < r)
    (hw : HasDerivAt w w' (Real.log r)) :
    HasDerivAt (fun t => Real.exp (c * Real.log t) * w (Real.log t))
      (Real.exp (c * Real.log r) * (c * w (Real.log r) + w') * r⁻¹) r := by
  have hl := Real.hasDerivAt_log hr.ne'
  have h2 : HasDerivAt (fun t => w (Real.log t)) (w' * r⁻¹) r := hw.comp r hl
  exact ((hl.const_mul c).exp.fun_mul h2).congr_deriv (by ring)

/-- A function `y` solves `y'' = g y` for `r > 0` exactly when `u x = exp (-x/2) y (exp x)`
solves `u'' = (exp (2 x) g (exp x) + 1/4) u` for all real `x`. -/
theorem radial_iff_logGrid (g y : ℝ → ℝ) :
    SolvesOn (Ioi 0) g y ↔
      SolvesOn univ (fun x => Real.exp (2 * x) * g (Real.exp x) + 1 / 4)
        (logGrid (1 / 2) y) := by
  constructor
  · rintro ⟨y₁, h, h₁⟩
    exact ⟨_, fun x _ => logGrid_hasDerivAt (h _ (Real.exp_pos x)),
      fun x _ => (logGrid_second_deriv h h₁ x).congr_deriv (by beta_reduce; ring)⟩
  · rintro ⟨u₁, h, h₁⟩
    -- recover `y` from its values on the logarithmic grid
    have hy : ∀ r, 0 < r →
        y r = Real.exp (1 / 2 * Real.log r) * logGrid (1 / 2) y (Real.log r) := by
      intro r hr
      simp only [logGrid]
      rw [Real.exp_log hr, ← mul_assoc, ← Real.exp_add,
        show (1 / 2 : ℝ) * Real.log r + -(1 / 2) * Real.log r = 0 by ring,
        Real.exp_zero, one_mul]
    have key : ∀ r, 0 < r →
        Real.exp (1 / 2 * Real.log r) = r * Real.exp (-(1 / 2) * Real.log r) := by
      intro r hr
      have e : r * Real.exp (-(1 / 2) * Real.log r)
          = Real.exp (Real.log r) * Real.exp (-(1 / 2) * Real.log r) := by
        rw [Real.exp_log hr]
      rw [e, ← Real.exp_add]
      congr 1
      ring
    refine ⟨fun r => Real.exp (-(1 / 2) * Real.log r) *
      (u₁ (Real.log r) + 1 / 2 * logGrid (1 / 2) y (Real.log r)), ?_, ?_⟩
    · intro r hr
      have hr' : 0 < r := hr
      have hi : r * r⁻¹ = 1 := mul_inv_cancel₀ hr'.ne'
      have d := (hasDerivAt_from_logGrid (1 / 2) hr' (h _ (mem_univ _))).congr_of_eventuallyEq
        (Filter.eventually_of_mem (Ioi_mem_nhds hr') hy)
      refine d.congr_deriv ?_
      beta_reduce
      rw [key r hr']
      linear_combination (Real.exp (-(1 / 2) * Real.log r) *
        (1 / 2 * logGrid (1 / 2) y (Real.log r) + u₁ (Real.log r))) * hi
    · intro r hr
      have hr' : 0 < r := hr
      have hi : r * r⁻¹ = 1 := mul_inv_cancel₀ hr'.ne'
      have e2 : Real.exp (2 * Real.log r) = r * r := by
        rw [two_mul, Real.exp_add, Real.exp_log hr']
      have hq : HasDerivAt u₁
          ((r * r * g r + 1 / 4) * logGrid (1 / 2) y (Real.log r)) (Real.log r) :=
        (h₁ _ (mem_univ _)).congr_deriv (by beta_reduce; rw [e2, Real.exp_log hr'])
      -- the terms in `u'` and the constant `1/4` cancel
      refine (hasDerivAt_from_logGrid (-(1 / 2)) hr'
        (hq.fun_add ((h _ (mem_univ _)).const_mul (1 / 2)))).congr_deriv ?_
      rw [hy r hr', key r hr']
      linear_combination (Real.exp (-(1 / 2) * Real.log r) * r * g r *
        logGrid (1 / 2) y (Real.log r)) * hi

/-- In atomic units, the radial Schrödinger equation with potential `V`, energy `E` and angular
momentum `l` is equivalent to `u'' = ((l + 1/2)² + 2 exp (2 x) (V (exp x) - E)) u` on the
logarithmic grid, where `u x = exp (-x/2) y (exp x)`. -/
theorem schrodinger_iff_logGrid (l : ℕ) (V : ℝ → ℝ) (E : ℝ) (y : ℝ → ℝ) :
    SolvesOn (Ioi 0) (fun r => (l : ℝ) * (l + 1) / r ^ 2 + 2 * (V r - E)) y ↔
      SolvesOn univ
        (fun x => ((l : ℝ) + 1 / 2) ^ 2 + 2 * Real.exp (2 * x) * (V (Real.exp x) - E))
        (logGrid (1 / 2) y) := by
  have e : (fun x => Real.exp (2 * x) *
      ((l : ℝ) * (l + 1) / Real.exp x ^ 2 + 2 * (V (Real.exp x) - E)) + 1 / 4) =
      (fun x => ((l : ℝ) + 1 / 2) ^ 2 + 2 * Real.exp (2 * x) * (V (Real.exp x) - E)) := by
    funext x
    have h2 : Real.exp (2 * x) = Real.exp x ^ 2 := by rw [two_mul, Real.exp_add, sq]
    have c : Real.exp x ^ 2 * ((l : ℝ) * (l + 1) / Real.exp x ^ 2) = l * (l + 1) :=
      mul_div_cancel₀ _ (pow_ne_zero 2 (Real.exp_pos x).ne')
    rw [h2]
    linear_combination c
  rw [← e]
  exact radial_iff_logGrid _ y

/-- For the equation `y'' = 0`, the rescaled solutions `exp (-s x) y (exp x)` all obey one
common equation `u'' = Q u` without first derivative exactly when `s = 1/2`. -/
theorem no_first_derivative_iff (s : ℝ) :
    (∃ Q : ℝ → ℝ, ∀ y, SolvesOn (Ioi 0) (fun _ => 0) y → SolvesOn univ Q (logGrid s y)) ↔
      s = 1 / 2 := by
  constructor
  · rintro ⟨Q, hQ⟩
    -- compare the two expressions for `u''` at `x = 0`, that is at `r = 1`
    have step : ∀ y y₁ : ℝ → ℝ, (∀ r, 0 < r → HasDerivAt y (y₁ r) r) →
        (∀ r, 0 < r → HasDerivAt y₁ (0 * y r) r) →
        (1 - 2 * s) * (y₁ 1 - s * y 1) + s * (1 - s) * y 1 = Q 0 * y 1 := by
      intro y y₁ h h₁
      obtain ⟨u₁, a, b⟩ := hQ y ⟨y₁, h, h₁⟩
      have e : u₁ = logGrid s (fun r => r * y₁ r - s * y r) :=
        funext fun x => (a x (mem_univ _)).unique (logGrid_hasDerivAt (h _ (Real.exp_pos x)))
      subst e
      have k := (b 0 (mem_univ _)).unique
        (logGrid_second_deriv (s := s) (g := fun _ => 0) h h₁ 0)
      simp only [logGrid, mul_zero, Real.exp_zero, one_mul, zero_add] at k
      linear_combination -k
    -- the two independent solutions `y = 1` and `y = r`
    have k1 := step (fun _ => 1) (fun _ => 0) (fun r _ => hasDerivAt_const r (1 : ℝ))
      (fun r _ => (hasDerivAt_const r (0 : ℝ)).congr_deriv (by simp))
    have k2 := step (fun r => r) (fun _ => 1) (fun r _ => hasDerivAt_id' r)
      (fun r _ => (hasDerivAt_const r (1 : ℝ)).congr_deriv (by simp))
    beta_reduce at k1 k2
    linear_combination (k1 - k2) / 2
  · rintro rfl
    exact ⟨_, fun y hy => (radial_iff_logGrid _ y).1 hy⟩

end

end LogarithmicRadialGrid
```

```lean
#print axioms LogarithmicRadialGrid.hasDerivAt_from_logGrid
-- 'LogarithmicRadialGrid.hasDerivAt_from_logGrid' depends on axioms: [propext, Classical.choice, Quot.sound]
#print axioms LogarithmicRadialGrid.schrodinger_iff_logGrid
-- 'LogarithmicRadialGrid.schrodinger_iff_logGrid' depends on axioms: [propext, Classical.choice, Quot.sound]
#print axioms LogarithmicRadialGrid.no_first_derivative_iff
-- 'LogarithmicRadialGrid.no_first_derivative_iff' depends on axioms: [propext, Classical.choice, Quot.sound]
```

## How the proof follows the calculation

`logGrid_hasDerivAt` is the formula for $u_s'$. It combines the derivative of the exponential factor with the chain rule for $y(e^x)$, and `ring` brings the result to the form `logGrid s (fun r => r * y₁ r - s * y r) x`. Here `y₁` stands for $y'$, and the function inside is $z$.

`logGrid_second_deriv` is the equation for general $s$. Its step `d` differentiates $z$ and inserts the radial equation. The previous lemma is then applied a second time, with $z$ in place of $y$, as in the derivation above. After $e^{2x}$ has been written as $e^x e^x$, `ring` collects the terms.

`hasDerivAt_from_logGrid` serves the return to the radius. It differentiates $r^c\,w(\log r)$, with the power written as $e^{c\log r}$, and obtains $r^{c-1}(c\,w+w')$.

In `radial_iff_logGrid` the forward direction sets $s=1/2$ in the general equation, where `ring` confirms that the coefficient of $u'$ vanishes and that the constant is $1/4$. The backward direction has four ingredients:

- `hy` is the inversion $y(r)=r^{1/2}u(\log r)$, and `key` is the identity $r^{1/2}=r\,r^{-1/2}$.
- The function offered as $y'$ is $r^{-1/2}(u'+\tfrac12u)$, where `u₁` plays the role of $u'$.
- For the first derivative, the return lemma is used with $c=1/2$. The inversion formula holds only for $r>0$, so `congr_of_eventuallyEq` transfers the derivative to `y` by way of a neighbourhood of $r$ on which the two functions agree.
- For the second derivative, the return lemma is used with $c=-1/2$ and $w=u'+\tfrac12u$. The final `linear_combination` carries out the cancellation of $u'$ and of the constant $1/4$, using $r\,r^{-1}=1$.

`schrodinger_iff_logGrid` needs no further differentiation. It shows that the two coefficient functions are equal, which is the completion of the square $l(l+1)+\tfrac14=(l+\tfrac12)^2$, and then applies the equivalence just proved.

In `no_first_derivative_iff`, the auxiliary statement `step` takes any solution of $y''=0$ and compares two expressions for $u_s''$ at $x=0$, that is at $r=1$. One is $Q(0)\,u_s(0)$ and the other comes from `logGrid_second_deriv`; they agree because a derivative is unique. The solution $y=1$ then gives $s^2=Q(0)$ and $y=r$ gives $(1-s)^2=Q(0)$. Half the difference of these two equations is $s-\tfrac12=0$, which the last `linear_combination` of that direction states. The other direction takes its `Q` from `radial_iff_logGrid` with $g=0$, where it is the constant $1/4$.
